# A Flux-Conserving Scatterer with Antisymmetric Reflection and an Odd Number of Incoming Channels Transmits at Least One Mode Perfectly

## Channels, flux and two matrix relations

A lead with $n$ propagating channels sends a wave at a scatterer. The incoming amplitudes form a vector $x\in\mathbb C^n$. All amplitudes, incoming and outgoing, are normalised so that a vector $x$ of them carries the flux $\Phi(x)=\sum_i|x_i|^2$. The reflected wave is $rx$, with $r$ an $n\times n$ matrix. The transmitted wave is $tx$, with $t$ an $m\times n$ matrix, where $m$ is the number of channels in the far lead. A bar denotes complex conjugation, $r^T$ the transpose and $r^\dagger=\bar r^{\,T}$ the adjoint.

Two relations are assumed:

$$r^T=-r,\qquad r^\dagger r+t^\dagger t=1.$$

The second is flux conservation for waves arriving from the first lead. The first stands for time-reversal symmetry with an operator that squares to $-1$, as for electrons with spin-orbit coupling in a non-magnetic system without a magnetic field, when each outgoing mode is chosen as the time reverse of an incoming one. Spin is counted among the channels. In an ordinary wire with this symmetry $n$ is even, because of Kramers degeneracy. An odd $n$ occurs, for example, at a single edge of a two-dimensional topological insulator, where one helical pair of edge modes gives $n=1$.

## The perfect channel and its consequences

**Claim.** If $n$ is odd, there is a mode $x$ with $\Phi(x)=1$, $rx=0$ and $\Phi(tx)=1$.

For every $x$, flux conservation gives

$$\Phi(rx)+\Phi(tx)=x^\dagger(r^\dagger r+t^\dagger t)x=x^\dagger x=\Phi(x).$$

A matrix and its transpose have the same determinant, so for odd $n$

$$\det r=\det r^T=\det(-r)=(-1)^n\det r=-\det r.$$

Hence $\det r=0$, and some $v\neq0$ satisfies $rv=0$. Put $x=v/\sqrt{\Phi(v)}$. Then $\Phi(x)=1$ and $rx=0$, and the flux balance leaves $\Phi(tx)=1$.

**Conductance.** The Landauer conductance in units of $e^2/h$ is $\operatorname{tr}t^\dagger t=\sum_{i,j}|t_{ij}|^2$. For the perfect channel $x$, the Cauchy-Schwarz inequality gives

$$|(tx)_i|^2\le\Big(\sum_j|t_{ij}|^2\Big)\Phi(x)=\sum_j|t_{ij}|^2.$$

Summing over $i$ yields $1=\Phi(tx)\le\operatorname{tr}t^\dagger t$. For non-interacting electrons scattered elastically under the two relations with $n$ odd, static disorder therefore cannot push the conductance below $e^2/h$. In a simulation of such a model, a computed $r$ must have a zero singular value, up to numerical error.

**Pairs.** Now let $n$ be arbitrary, and let $t^\dagger t\,x=Tx$ with $x\neq0$ and $T$ real, $T\neq1$. Then $r^\dagger r\,x=(1-T)x$. Define $y=\overline{rx}$. Antisymmetry gives $\bar r=-r^\dagger$, so $y=-r^\dagger\bar x$. Moreover,

$$\overline{ry}=\bar r\,\bar y=-r^\dagger r x=-(1-T)x,\qquad ry=-(1-T)\bar x,$$

$$r^\dagger r\,y=-(1-T)r^\dagger\bar x=(1-T)y,$$

and flux conservation turns the last equation into $t^\dagger t\,y=Ty$. If $y$ vanished, so would $rx$, and then $(1-T)x=0$, which is excluded. Finally, $y^\dagger x=(rx)^Tx=x^Tr^Tx=-x^Trx$. The number $x^Trx$ is also equal to $(rx)^Tx$, so $y^\dagger x=-y^\dagger x=0$.

## Flux and the scatterer in Lean

```lean
import Mathlib

open Matrix

namespace PerfectlyConductingChannel

noncomputable section
```

The flux is a real number defined for amplitudes on any finite index type, so one definition serves both leads.

```lean
/-- The flux carried by a vector of channel amplitudes: the sum of their squared moduli. -/
def flux {ι : Type*} [Fintype ι] (x : ι → ℂ) : ℝ := ∑ i, ‖x i‖ ^ 2
```

The types `n` and `m` label the channels of the near and far lead. They need not have equal size, and `t` may be rectangular. The structure `AntisymmetricScatterer` records the two relations as hypotheses, with `ᵀ` for the transpose and `ᴴ` for the adjoint. Time reversal itself is not modelled, and neither are waves arriving from the far lead.

```lean
variable {m n : Type*} [Fintype m] [Fintype n] [DecidableEq n]

/-- Reflection and transmission matrices of a flux-conserving scatterer whose reflection matrix
is antisymmetric. -/
structure AntisymmetricScatterer (r : Matrix n n ℂ) (t : Matrix m n ℂ) : Prop where
  antisymm : rᵀ = -r
  unitary : rᴴ * r + tᴴ * t = 1
```

On vectors, `star` conjugates each component and `⬝ᵥ` is the bilinear dot product, so `star x ⬝ᵥ x` is $x^\dagger x$. The next lemma identifies this complex number with the real flux.

```lean
/-- The flux is the Hermitian product of the amplitude vector with itself. -/
theorem flux_eq {ι : Type*} [Fintype ι] (x : ι → ℂ) : (flux x : ℂ) = star x ⬝ᵥ x := by
  simp only [flux, dotProduct, Pi.star_apply]
  push_cast
  exact Finset.sum_congr rfl fun i _ => (Complex.conj_mul' (x i)).symm
```

The flux balance is proved in $\mathbb C$, where matrix algebra applies, and brought back to $\mathbb R$ by `Complex.ofReal_injective`. The facts `hr` and `ht` move each matrix across the product, giving $x^\dagger r^\dagger r x$ and $x^\dagger t^\dagger t x$. The field `h.unitary` then replaces the sum of the two matrices by the identity.

```lean
/-- Reflected and transmitted flux add up to the incoming flux. -/
theorem flux_conservation {r : Matrix n n ℂ} {t : Matrix m n ℂ}
    (h : AntisymmetricScatterer r t) (x : n → ℂ) :
    flux (r *ᵥ x) + flux (t *ᵥ x) = flux x := by
  have hr : star (r *ᵥ x) ⬝ᵥ (r *ᵥ x) = star x ⬝ᵥ ((rᴴ * r) *ᵥ x) := by
    rw [Matrix.star_mulVec, ← Matrix.dotProduct_mulVec, Matrix.mulVec_mulVec]
  have ht : star (t *ᵥ x) ⬝ᵥ (t *ᵥ x) = star x ⬝ᵥ ((tᴴ * t) *ᵥ x) := by
    rw [Matrix.star_mulVec, ← Matrix.dotProduct_mulVec, Matrix.mulVec_mulVec]
  apply Complex.ofReal_injective
  rw [Complex.ofReal_add, flux_eq (r *ᵥ x), flux_eq (t *ᵥ x), flux_eq x, hr, ht,
    ← dotProduct_add, ← Matrix.add_mulVec, h.unitary, Matrix.one_mulVec]
```

## The vanishing determinant and the perfect mode

The `calc` block is the determinant chain above. `Matrix.det_neg` produces the factor $(-1)^n$, and `hn.neg_one_pow` evaluates it for odd $n$. Only antisymmetry and oddness are used here.

```lean
/-- An antisymmetric reflection matrix on an odd number of channels has determinant zero. -/
theorem det_reflection_eq_zero {r : Matrix n n ℂ} (hr : rᵀ = -r)
    (hn : Odd (Fintype.card n)) : r.det = 0 := by
  have h1 : r.det = -r.det := by
    calc r.det = rᵀ.det := (Matrix.det_transpose r).symm
      _ = (-r).det := by rw [hr]
      _ = -r.det := by rw [Matrix.det_neg, hn.neg_one_pow, neg_one_mul]
  linear_combination (1 / 2) * h1
```

The main theorem returns a mode that already has unit flux. Its proof takes a kernel vector `v`, shows that its flux is positive because some component is nonzero, and rescales it by $1/\sqrt{\Phi(v)}$. The fact `hs` states that a real factor $s$ multiplies the flux by $s^2$. With zero reflected flux, `flux_conservation` gives the last conjunct.

```lean
/-- With an odd number of incoming channels, antisymmetric reflection and flux conservation, some
incoming mode of unit flux is not reflected at all and is transmitted with unit flux. -/
theorem perfectly_conducting_channel {r : Matrix n n ℂ} {t : Matrix m n ℂ}
    (h : AntisymmetricScatterer r t) (hn : Odd (Fintype.card n)) :
    ∃ x : n → ℂ, flux x = 1 ∧ r *ᵥ x = 0 ∧ flux (t *ᵥ x) = 1 := by
  -- a nonzero mode in the kernel of r
  obtain ⟨v, hv, hv0⟩ := Matrix.exists_mulVec_eq_zero_iff.mpr
    (det_reflection_eq_zero h.antisymm hn)
  obtain ⟨i, hi⟩ := Function.ne_iff.mp hv
  have hvi : 0 < ‖v i‖ := norm_pos_iff.mpr hi
  have pos : 0 < flux v :=
    Finset.sum_pos' (fun _ _ => by positivity) ⟨i, Finset.mem_univ i, by positivity⟩
  -- normalise it to unit flux
  have hs : ∀ s : ℝ, flux ((s : ℂ) • v) = s ^ 2 * flux v := by
    intro s
    simp only [flux, Pi.smul_apply, smul_eq_mul, norm_mul, mul_pow, Complex.norm_real,
      Real.norm_eq_abs, sq_abs, Finset.mul_sum]
  have hx : flux ((((Real.sqrt (flux v))⁻¹ : ℝ) : ℂ) • v) = 1 := by
    rw [hs, inv_pow, Real.sq_sqrt pos.le, inv_mul_cancel₀ pos.ne']
  have hr : r *ᵥ ((((Real.sqrt (flux v))⁻¹ : ℝ) : ℂ) • v) = 0 := by
    rw [Matrix.mulVec_smul, hv0, smul_zero]
  refine ⟨_, hx, hr, ?_⟩
  -- all flux must then be transmitted
  have hc := flux_conservation h ((((Real.sqrt (flux v))⁻¹ : ℝ) : ℂ) • v)
  have h0 : flux (0 : n → ℂ) = 0 := by simp [flux]
  rw [hr, hx, h0, zero_add] at hc
  exact hc
```

The proof turns on `Matrix.exists_mulVec_eq_zero_iff`. For a square matrix $M$ over an integral domain, it says that a nonzero $v$ with $Mv=0$ exists if and only if $\det M=0$. The suffix `.mpr` selects the direction from right to left: it takes the proof that `r.det = 0` and returns the existence statement, which `obtain` splits into the vector `v`, the proof `hv` that it is nonzero, and the equation `hv0`. A scalar identity thus becomes a physical mode without any diagonalisation. This suits $r$, since a complex antisymmetric matrix need not have an orthonormal eigenbasis.

## A conductance of at least $e^2/h$

The theorem bounds the real part of the trace, because Lean types the trace as a complex number; `htr` shows that it equals a real sum of squared moduli. The Landauer formula enters only as the interpretation of this trace. The fact `row` is the Cauchy-Schwarz estimate for one outgoing channel `i`, and the closing `calc` sums it over all of them.

```lean
/-- With an odd number of incoming channels, antisymmetric reflection and flux conservation, the
dimensionless Landauer conductance, the trace of `tᴴ * t`, is at least one. -/
theorem one_le_conductance {r : Matrix n n ℂ} {t : Matrix m n ℂ}
    (h : AntisymmetricScatterer r t) (hn : Odd (Fintype.card n)) :
    1 ≤ (tᴴ * t).trace.re := by
  obtain ⟨x, hx, -, ht⟩ := perfectly_conducting_channel h hn
  have htr : (tᴴ * t).trace = ((∑ j, ∑ i, ‖t i j‖ ^ 2 : ℝ) : ℂ) := by
    simp only [Matrix.trace, Matrix.diag_apply, Matrix.mul_apply, Matrix.conjTranspose_apply]
    push_cast
    exact Finset.sum_congr rfl fun j _ => Finset.sum_congr rfl fun i _ =>
      Complex.conj_mul' (t i j)
  -- Cauchy-Schwarz in each outgoing channel
  have row : ∀ i, ‖(t *ᵥ x) i‖ ^ 2 ≤ ∑ j, ‖t i j‖ ^ 2 := by
    intro i
    have e : (t *ᵥ x) i = ∑ j, t i j * x j := rfl
    calc ‖(t *ᵥ x) i‖ ^ 2 ≤ (∑ j, ‖t i j‖ * ‖x j‖) ^ 2 := by
          refine pow_le_pow_left₀ (norm_nonneg _) ?_ 2
          rw [e]
          refine (norm_sum_le _ _).trans (le_of_eq ?_)
          simp only [norm_mul]
      _ ≤ (∑ j, ‖t i j‖ ^ 2) * ∑ j, ‖x j‖ ^ 2 := Finset.sum_mul_sq_le_sq_mul_sq _ _ _
      _ = ∑ j, ‖t i j‖ ^ 2 := by rw [show ∑ j, ‖x j‖ ^ 2 = 1 from hx, mul_one]
  rw [htr, Complex.ofReal_re, Finset.sum_comm]
  calc (1 : ℝ) = flux (t *ᵥ x) := ht.symm
    _ ≤ ∑ i, ∑ j, ‖t i j‖ ^ 2 := Finset.sum_le_sum fun i _ => row i
```

## Partners of imperfect modes

There is no parity hypothesis in the next theorem. Taking `T` real loses nothing, since $t^\dagger t$ is Hermitian. The partner $y$ appears as `star (r *ᵥ x)`, and the three conjuncts say that it is nonzero, has the same eigenvalue and is orthogonal to $x$. The theorem supplies one partner for a given mode; it does not count the multiplicity of $T$.

In the proof, `u` is flux conservation applied to a vector and `hR` is $r^\dagger r\,x=(1-T)x$. The fact `hs` is the identity $\overline{rz}=-r^\dagger\bar z$, checked component by component. From it, `h1` derives $ry=-(1-T)\bar x$ and `h2` derives $r^\dagger r\,y=(1-T)y$. For orthogonality, `q` states that $(rx)^Tx$ equals its own negative.

```lean
/-- Assume antisymmetric reflection and flux conservation. If a nonzero mode `x` has transmission
eigenvalue `T ≠ 1`, the complex conjugate of its reflected wave is a nonzero mode with the same
eigenvalue, orthogonal to `x`. -/
theorem transmission_eigenvalue_pair {r : Matrix n n ℂ} {t : Matrix m n ℂ}
    (h : AntisymmetricScatterer r t) {T : ℝ} (hT1 : T ≠ 1) {x : n → ℂ} (hx : x ≠ 0)
    (hT : (tᴴ * t) *ᵥ x = (T : ℂ) • x) :
    star (r *ᵥ x) ≠ 0 ∧ (tᴴ * t) *ᵥ star (r *ᵥ x) = (T : ℂ) • star (r *ᵥ x) ∧
      star (star (r *ᵥ x)) ⬝ᵥ x = 0 := by
  have u : ∀ z, (rᴴ * r) *ᵥ z + (tᴴ * t) *ᵥ z = z := by
    intro z
    rw [← Matrix.add_mulVec, h.unitary, Matrix.one_mulVec]
  have hR : (rᴴ * r) *ᵥ x = (1 - (T : ℂ)) • x := by
    have h0 := u x
    rw [hT] at h0
    rw [eq_sub_of_add_eq h0, sub_smul, one_smul]
  -- antisymmetry turns complex conjugation of r into minus its adjoint
  have hs : ∀ z, star (r *ᵥ z) = -(rᴴ *ᵥ star z) := by
    intro z
    ext i
    simp only [Pi.star_apply, Pi.neg_apply, Matrix.mulVec, dotProduct, star_sum, star_mul',
      Matrix.conjTranspose_apply, ← Finset.sum_neg_distrib]
    refine Finset.sum_congr rfl fun j _ => ?_
    have e : r j i = -r i j := congrFun (congrFun h.antisymm i) j
    rw [e, star_neg]
    ring
  have hc : star (1 - (T : ℂ)) = 1 - (T : ℂ) := by simp
  have h1 : r *ᵥ star (r *ᵥ x) = -((1 - (T : ℂ)) • star x) := by
    have h0 := hs (star (r *ᵥ x))
    rw [star_star, Matrix.mulVec_mulVec, hR] at h0
    rw [← star_star (r *ᵥ star (r *ᵥ x)), h0, star_neg, star_smul, hc]
  have h2 : (rᴴ * r) *ᵥ star (r *ᵥ x) = (1 - (T : ℂ)) • star (r *ᵥ x) := by
    rw [← Matrix.mulVec_mulVec, h1, Matrix.mulVec_neg, Matrix.mulVec_smul, hs x, smul_neg]
  refine ⟨?_, ?_, ?_⟩
  · intro h0
    have h3 : r *ᵥ x = 0 := star_eq_zero.mp h0
    rw [← Matrix.mulVec_mulVec, h3, Matrix.mulVec_zero] at hR
    rcases smul_eq_zero.mp hR.symm with h4 | h4
    · exact hT1 (by exact_mod_cast (sub_eq_zero.mp h4).symm)
    · exact hx h4
  · have h0 := u (star (r *ᵥ x))
    rw [h2] at h0
    rw [eq_sub_of_add_eq' h0]
    module
  · -- the bilinear form of an antisymmetric matrix vanishes on the diagonal
    have q : (r *ᵥ x) ⬝ᵥ x = -((r *ᵥ x) ⬝ᵥ x) := by
      calc (r *ᵥ x) ⬝ᵥ x = x ⬝ᵥ (r *ᵥ x) := dotProduct_comm _ _
        _ = (rᵀ *ᵥ x) ⬝ᵥ x := by rw [Matrix.dotProduct_mulVec, Matrix.mulVec_transpose]
        _ = -((r *ᵥ x) ⬝ᵥ x) := by rw [h.antisymm, Matrix.neg_mulVec, neg_dotProduct]
    rw [star_star]
    linear_combination (1 / 2) * q
```

## Three channels and two channels

The three-channel example partially reflects channels 0 and 1 into each other and leaves channel 2 open. Here $r^\dagger r=\operatorname{diag}(9/25,\,9/25,\,0)$ and $t^\dagger t=\operatorname{diag}(16/25,\,16/25,\,1)$, which add to the identity. The perfect mode lies in channel 2, and the other two channels form a pair with $T=16/25$. The Lean theorem confirms the two defining relations entry by entry.

```lean
/-- A three-channel scatterer with partial reflection between its first two channels meets the
conditions of antisymmetric reflection and flux conservation. -/
theorem antisymmetricScatterer_witness :
    AntisymmetricScatterer (!![0, 3 / 5, 0; -(3 / 5), 0, 0; 0, 0, 0] : Matrix (Fin 3) (Fin 3) ℂ)
      (!![4 / 5, 0, 0; 0, 4 / 5, 0; 0, 0, 1] : Matrix (Fin 3) (Fin 3) ℂ) := by
  constructor
  · ext i j
    fin_cases i <;> fin_cases j <;> simp
  · -- the numerical entries are real
    have h3 : (starRingEnd ℂ) 3 = 3 := Complex.ext (by simp) (by simp)
    have h4 : (starRingEnd ℂ) 4 = 4 := Complex.ext (by simp) (by simp)
    have h5 : (starRingEnd ℂ) 5 = 5 := Complex.ext (by simp) (by simp)
    ext i j
    fin_cases i <;> fin_cases j <;>
      simp [Matrix.mul_apply, Fin.sum_univ_succ, h3, h4, h5] <;> norm_num [h3, h4, h5]
```

With two channels the conclusion can fail. The matrix below sends $(x_0,x_1)$ to $(x_1,-x_0)$, which is zero only if both amplitudes are zero. It is antisymmetric and reflects all the flux, so $t=0$ is consistent with flux conservation. Oddness is therefore needed in the claim.

```lean
/-- For two channels there is an antisymmetric, flux-conserving scatterer with zero transmission
for which every nonzero mode is reflected. -/
theorem even_channels_counterexample :
    AntisymmetricScatterer (!![0, 1; -1, 0] : Matrix (Fin 2) (Fin 2) ℂ)
      (0 : Matrix (Fin 2) (Fin 2) ℂ) ∧
    ∀ x : Fin 2 → ℂ, x ≠ 0 → (!![0, 1; -1, 0] : Matrix (Fin 2) (Fin 2) ℂ) *ᵥ x ≠ 0 := by
  refine ⟨⟨?_, ?_⟩, ?_⟩
  · ext i j
    fin_cases i <;> fin_cases j <;> simp
  · ext i j
    fin_cases i <;> fin_cases j <;> simp [Matrix.mul_apply, Fin.sum_univ_succ]
  · intro x hx h
    apply hx
    have h0 := congrFun h 0
    have h1 := congrFun h 1
    simp [Matrix.mulVec, dotProduct, Fin.sum_univ_succ] at h0 h1
    ext i
    fin_cases i <;> simp [h0, h1]

end

end PerfectlyConductingChannel
```

```lean
#print axioms PerfectlyConductingChannel.perfectly_conducting_channel
-- 'PerfectlyConductingChannel.perfectly_conducting_channel' depends on axioms: [propext, Classical.choice, Quot.sound]
#print axioms PerfectlyConductingChannel.one_le_conductance
-- 'PerfectlyConductingChannel.one_le_conductance' depends on axioms: [propext, Classical.choice, Quot.sound]
#print axioms PerfectlyConductingChannel.transmission_eigenvalue_pair
-- 'PerfectlyConductingChannel.transmission_eigenvalue_pair' depends on axioms: [propext, Classical.choice, Quot.sound]
#print axioms PerfectlyConductingChannel.even_channels_counterexample
-- 'PerfectlyConductingChannel.even_channels_counterexample' depends on axioms: [propext, Classical.choice, Quot.sound]
```
